# Richardson extrapolation from $P$ and $2P$ path-integral beads: error at most $5C/(12P^4)$ when the remainder after $a/P^2$ is at most $C/P^4$

## Energies, remainders and the extrapolated value

In imaginary-time path-integral molecular dynamics, a quantum particle is represented by a ring of $P$ classical beads. At fixed temperature, let $E_P$ be the thermal energy obtained with $P$ beads and $E$ the exact quantum thermal energy of the same Hamiltonian. Define the remainder

$$R_P = E_P - E - \frac{a}{P^2}.$$

The assumption throughout parts (b) to (e) is that real numbers $E$, $a$ and $C$, independent of $P$, satisfy

$$|R_P| \le \frac{C}{P^4}\qquad\text{for every integer } P\ge 1.$$

The term $a/P^2$ stands for the leading error of splitting the Boltzmann operator into kinetic and potential factors. The constant $C$ limits everything of higher order. Both depend on the temperature and the potential. The even powers are what one expects from a symmetric splitting with a sufficiently smooth potential; here they are assumed and not derived from a Hamiltonian.

In Lean the energies form a function `En : ℕ → ℝ`, so `En P` is $E_P$, and `TrotterExpansion En E a C` is the displayed inequality. Its value at zero beads is unrestricted. The condition $C\ge0$ need not be listed separately, because the case $P=1$ gives $0\le|R_1|\le C$.

```lean
import Mathlib

namespace PathIntegralRichardson

noncomputable section

/-- The energies `En P` computed with `P` beads equal `E + a / P ^ 2` up to a remainder of
at most `C / P ^ 4`. -/
def TrotterExpansion (En : ℕ → ℝ) (E a C : ℝ) : Prop :=
  ∀ P : ℕ, 1 ≤ P → |En P - E - a / (P : ℝ) ^ 2| ≤ C / (P : ℝ) ^ 4
```

For a bead ratio $k\ge2$, the Richardson combination of the energies with $P$ and $kP$ beads is

$$\frac{k^2E_{kP}-E_P}{k^2-1}.$$

It is the definition `richardson k En P`, in which $k$ is converted to a real number in the weights, while the bead number `k * P` remains a natural number.

```lean
/-- The Richardson combination of the energies with `P` and `k * P` beads. -/
def richardson (k : ℕ) (En : ℕ → ℝ) (P : ℕ) : ℝ :=
  ((k : ℝ) ^ 2 * En (k * P) - En P) / ((k : ℝ) ^ 2 - 1)
```

The energies are treated as exact numbers for each $P$. Sampling noise and the error of a finite molecular-dynamics time step are absent from the model. Within that restriction, the results below bound the error of combining two or three runs at different bead numbers in terms of $C$. They give a numerical accuracy only when a value of $C$ is available, and finitely many runs do not determine one.

## (a) Bounding a weighted difference of remainders

**Task.** Let $w\ge0$, $d>0$, $|r|\le A$ and $|s|\le B$. Show that $|(wr-s)/d|\le(wA+B)/d$.

**Solution.** By the triangle inequality,

$$|wr-s|\le w|r|+|s|\le wA+B.$$

Dividing by the positive number $d$ gives the claim.

The trap lies in the minus sign. The bounds on $r$ and $s$ must be added, since nothing is known about the signs of the remainders. For $w=4$, $d=3$, $A=C/(16P^4)$ and $B=C/P^4$, subtracting them would suggest an error of at most $C/(4P^4)$, and part (d) gives energies that violate this for every $C>0$.

The Lean proof writes each absolute value as a pair of inequalities, multiplies those for $r$ by $w$, and lets `linarith` add them to those for $s$.

```lean
/-- Bounds on two remainders `r` and `s` give a bound on their weighted difference. -/
lemma abs_weighted_sub_le {w d r s A B : ℝ} (hw : 0 ≤ w) (hd : 0 < d)
    (hr : |r| ≤ A) (hs : |s| ≤ B) : |(w * r - s) / d| ≤ (w * A + B) / d := by
  rw [abs_div, abs_of_pos hd]
  have h : |w * r - s| ≤ w * A + B := by
    obtain ⟨r1, r2⟩ := abs_le.mp hr
    obtain ⟨s1, s2⟩ := abs_le.mp hs
    have m1 := mul_le_mul_of_nonneg_left r1 hw
    have m2 := mul_le_mul_of_nonneg_left r2 hw
    exact abs_le.mpr ⟨by linarith, by linarith⟩
  exact div_le_div_of_nonneg_right h hd.le
```

## (b) The error for a general bead ratio

**Task.** For integers $k\ge2$ and $P\ge1$, show that

$$\left|\frac{k^2E_{kP}-E_P}{k^2-1}-E\right|\le\frac{(k^2+1)C}{k^2(k^2-1)P^4}.$$

**Solution.** Insert $E_P=E+a/P^2+R_P$ and $E_{kP}=E+a/(kP)^2+R_{kP}$:

$$k^2E_{kP}-E_P=(k^2-1)E+\left(k^2\frac{a}{k^2P^2}-\frac{a}{P^2}\right)+k^2R_{kP}-R_P.$$

The bracket vanishes. Dividing by $k^2-1$ and subtracting $E$ leaves

$$\frac{k^2E_{kP}-E_P}{k^2-1}-E=\frac{k^2R_{kP}-R_P}{k^2-1}.$$

The assumption at $kP$ beads gives $|R_{kP}|\le C/(k^4P^4)$, and at $P$ beads $|R_P|\le C/P^4$. Part (a), with $w=k^2$ and $d=k^2-1$, bounds the error by

$$\frac{1}{k^2-1}\left(\frac{C}{k^2P^4}+\frac{C}{P^4}\right)=\frac{(k^2+1)C}{k^2(k^2-1)P^4}.$$

In the theorem, `h1` and `h2` are the assumption at $P$ and $kP$ beads. The step `ha` is the cancellation of the $a$-terms, and `key` is the formula for the error in terms of the two remainders. The lemma from part (a) then supplies the bound, and the last two tactics check that it equals the stated fraction.

```lean
/-- Under `TrotterExpansion En E a C`, the Richardson combination of the energies with `P` and `k *
P` beads, where `k ≥ 2` and `P ≥ 1`, differs from `E` by at most `(k² + 1) C / (k² (k² - 1) P⁴)`. -/
theorem richardson_error {En : ℕ → ℝ} {E a C : ℝ} (h : TrotterExpansion En E a C)
    {k P : ℕ} (hk : 2 ≤ k) (hP : 1 ≤ P) :
    |richardson k En P - E| ≤
      ((k : ℝ) ^ 2 + 1) * C / ((k : ℝ) ^ 2 * ((k : ℝ) ^ 2 - 1) * (P : ℝ) ^ 4) := by
  have hk2 : (2 : ℝ) ≤ k := by exact_mod_cast hk
  have hk0 : (k : ℝ) ≠ 0 := by positivity
  have hP0 : (P : ℝ) ≠ 0 := by positivity
  have hd : 0 < (k : ℝ) ^ 2 - 1 := by nlinarith
  have hd0 : (k : ℝ) ^ 2 - 1 ≠ 0 := hd.ne'
  have h1 := h P hP
  have h2 := h (k * P) (Nat.mul_pos (by omega) (by omega))
  rw [Nat.cast_mul] at h2
  -- the terms in `a` cancel, only the two remainders survive
  have ha : (k : ℝ) ^ 2 * (a / ((k : ℝ) * P) ^ 2) = a / (P : ℝ) ^ 2 := by
    field_simp
  have key : richardson k En P - E =
      ((k : ℝ) ^ 2 * (En (k * P) - E - a / ((k : ℝ) * P) ^ 2)
        - (En P - E - a / (P : ℝ) ^ 2)) / ((k : ℝ) ^ 2 - 1) := by
    unfold richardson
    rw [eq_div_iff hd0, sub_mul, div_mul_cancel₀ _ hd0]
    linear_combination ha
  rw [key]
  refine (abs_weighted_sub_le (sq_nonneg (k : ℝ)) hd h2 h1).trans (le_of_eq ?_)
  field_simp
  ring
```

## (c) Doubling the number of beads

**Task.** Show that $(4E_{2P}-E_P)/3$ differs from $E$ by at most $5C/(12P^4)$ for every $P\ge1$.

**Solution.** Set $k=2$ in part (b). The combination becomes $(4E_{2P}-E_P)/3$, and the bound becomes

$$\frac{(4+1)C}{4(4-1)P^4}=\frac{5C}{12P^4}.$$

The coefficient $a$ does not have to be known, because it appears neither in the combination nor in the bound. The Lean proof follows the same substitution: `hr` identifies `richardson 2 En P` with the explicit combination, and the general theorem is then applied.

```lean
/-- Under `TrotterExpansion En E a C` and for `P ≥ 1`, the combination `(4 E_{2P} - E_P) / 3`
differs from `E` by at most `5 C / (12 P⁴)`. -/
theorem richardson_doubling {En : ℕ → ℝ} {E a C : ℝ} (h : TrotterExpansion En E a C)
    {P : ℕ} (hP : 1 ≤ P) :
    |(4 * En (2 * P) - En P) / 3 - E| ≤ 5 * C / (12 * (P : ℝ) ^ 4) := by
  have hr : richardson 2 En P = (4 * En (2 * P) - En P) / 3 := by
    unfold richardson
    norm_num
  rw [← hr]
  refine (richardson_error h le_rfl hP).trans (le_of_eq ?_)
  push_cast
  ring
```

## (d) Energies that attain the bound at every bead number

**Task.** Given $E$, $a$ and $C\ge0$, find energies that satisfy the assumption and whose extrapolation error equals $5C/(12P^4)$ for every $P\ge1$.

**Solution.** For equality, $R_P$ and $R_{2P}$ must have opposite signs and the largest allowed size. Let $v(P)$ be the exponent of the highest power of two dividing $P$, put $\sigma_P=(-1)^{v(P)}$, and choose

$$E_P=E+\frac{a}{P^2}+\sigma_P\frac{C}{P^4}.$$

Then $|R_P|=C/P^4$, so the assumption holds. Doubling $P$ raises $v$ by one, hence $\sigma_{2P}=-\sigma_P$ and

$$\frac{4R_{2P}-R_P}{3}=\frac{1}{3}\left(-\frac{4\sigma_PC}{16P^4}-\frac{\sigma_PC}{P^4}\right)=-\sigma_P\frac{5C}{12P^4}.$$

Its absolute value is $5C/(12P^4)$. The factor $5/12$ is therefore the best possible under this assumption alone. These are model energies, constructed to test the inequality and not computed from a particular potential.

In Lean, `padicValNat 2 P` is $v(P)$.

```lean
/-- Model energies whose remainder `± C / P ^ 4` changes sign each time `P` is doubled. -/
def alternatingEnergy (E a C : ℝ) (P : ℕ) : ℝ :=
  E + a / (P : ℝ) ^ 2 + (-1) ^ padicValNat 2 P * (C / (P : ℝ) ^ 4)
```

The theorem has two halves: the model energies satisfy `TrotterExpansion`, and the error is an equality for all $P\ge1$. In the proof, `hv` records $v(2P)=v(P)+1$, and `habs` removes the sign when the absolute value is taken. The algebra between them is the calculation above, with the sign $\sigma_P$ replaced by a plain variable so that `ring` can finish.

```lean
/-- For `C ≥ 0`, the alternating model energies satisfy the Trotter expansion, and the absolute
value of their extrapolation error equals `5 C / (12 P⁴)` for every `P ≥ 1`. -/
theorem richardson_doubling_sharp (E a : ℝ) {C : ℝ} (hC : 0 ≤ C) :
    TrotterExpansion (alternatingEnergy E a C) E a C ∧
    ∀ P : ℕ, 1 ≤ P →
      |(4 * alternatingEnergy E a C (2 * P) - alternatingEnergy E a C P) / 3 - E|
        = 5 * C / (12 * (P : ℝ) ^ 4) := by
  have habs : ∀ (n : ℕ) (x : ℝ), 0 ≤ x → |(-1) ^ n * x| = x := by
    intro n x hx
    rw [abs_mul, abs_pow, abs_neg, abs_one, one_pow, one_mul, abs_of_nonneg hx]
  constructor
  · intro P _
    have e : alternatingEnergy E a C P - E - a / (P : ℝ) ^ 2
        = (-1) ^ padicValNat 2 P * (C / (P : ℝ) ^ 4) := by
      unfold alternatingEnergy
      ring
    rw [e, habs _ _ (by positivity)]
  · intro P hP
    -- doubling `P` raises the power of two by one and flips the sign
    have hv : padicValNat 2 (2 * P) = padicValNat 2 P + 1 := by
      rw [padicValNat.mul (by norm_num) (by omega), padicValNat.self (by norm_num), add_comm]
    have e : (4 * alternatingEnergy E a C (2 * P) - alternatingEnergy E a C P) / 3 - E
        = (-1) ^ (padicValNat 2 P + 1) * (5 * C / (12 * (P : ℝ) ^ 4)) := by
      unfold alternatingEnergy
      rw [hv, pow_succ (-1 : ℝ) (padicValNat 2 P)]
      generalize (-1 : ℝ) ^ padicValNat 2 P = s
      push_cast
      ring
    rw [e, habs _ _ (by positivity)]
```

## (e) A condition under which extrapolation improves on $2P$ beads

**Task.** The run with $2P$ beads is needed for the extrapolation anyway. Show that the extrapolated energy is strictly closer to $E$ than $E_{2P}$ is, provided that $|a|P^2>23C/12$.

**Solution.** From $E_{2P}-E=a/(4P^2)+R_{2P}$ and the reverse triangle inequality,

$$|E_{2P}-E|\ge\frac{|a|}{4P^2}-\frac{C}{16P^4}.$$

By part (c), the extrapolation error is at most $5C/(12P^4)$. It is thus enough that

$$\frac{|a|}{4P^2}>\left(\frac{5}{12}+\frac{1}{16}\right)\frac{C}{P^4}=\frac{23}{48}\frac{C}{P^4}.$$

Multiplication by $4P^4$ turns this into $|a|P^2>23C/12$.

The condition is sufficient; the theorem says nothing about which value is better when it fails. For $a\neq0$ it is met once $P$ is large enough.

**A numerical instance.** In arbitrary energy units take $E=1$, $a=-1.6$, $C=0.768$ and $P=2$, with the model energies of part (d). Since $v(2)=1$ and $v(4)=2$,

$$E_2=1-0.4-0.048=0.552,\qquad E_4=1-0.1+0.003=0.903.$$

The extrapolated energy is $(4\cdot0.903-0.552)/3=1.02$. Its error of $0.02$ equals the bound $5\cdot0.768/(12\cdot16)$, while $E_4$ is off by $0.097$. The condition holds, as $|a|P^2=6.4$ exceeds $23\cdot0.768/12=1.472$.

In the Lean proof, `h3` is the condition divided by $P^4$, `h4` is the reverse triangle inequality, and `h1` is the bound from part (c). The equations `e1`, `e2` and `e3` express the terms through $C/P^4$ and $|a|/P^2$, after which the conclusion is linear.

```lean
/-- Under `TrotterExpansion En E a C` and for `P ≥ 1`, if `|a| P²` exceeds `23 C / 12`, the energy
extrapolated from `P` and `2P` beads is strictly closer to the exact energy than the energy computed
with `2P` beads. -/
theorem richardson_beats_doubling {En : ℕ → ℝ} {E a C : ℝ} (h : TrotterExpansion En E a C)
    {P : ℕ} (hP : 1 ≤ P) (ha : 23 * C / 12 < |a| * (P : ℝ) ^ 2) :
    |(4 * En (2 * P) - En P) / 3 - E| < |En (2 * P) - E| := by
  have hP0 : (0 : ℝ) < P := by exact_mod_cast hP
  have h1 := richardson_doubling h hP
  have h2 := h (2 * P) (by omega)
  push_cast at h2
  have e1 : C / (2 * (P : ℝ)) ^ 4 = C / (P : ℝ) ^ 4 / 16 := by ring
  have e2 : 5 * C / (12 * (P : ℝ) ^ 4) = 5 / 12 * (C / (P : ℝ) ^ 4) := by ring
  have e3 : |a / (2 * (P : ℝ)) ^ 2| = |a| / (P : ℝ) ^ 2 / 4 := by
    rw [abs_div, abs_of_pos (by positivity : (0 : ℝ) < (2 * (P : ℝ)) ^ 2)]
    ring
  -- the leading Trotter error outweighs the remainders
  have h3 : 23 / 12 * (C / (P : ℝ) ^ 4) < |a| / (P : ℝ) ^ 2 := by
    have e4 : |a| / (P : ℝ) ^ 2 = |a| * (P : ℝ) ^ 2 / (P : ℝ) ^ 4 := by
      field_simp
    have e5 : 23 / 12 * (C / (P : ℝ) ^ 4) = 23 * C / 12 / (P : ℝ) ^ 4 := by ring
    rw [e4, e5]
    exact div_lt_div_of_pos_right ha (by positivity)
  have h4 := abs_sub_abs_le_abs_sub (a / (2 * (P : ℝ)) ^ 2) (En (2 * P) - E)
  rw [abs_sub_comm (a / (2 * (P : ℝ)) ^ 2) (En (2 * P) - E), e3] at h4
  rw [e1] at h2
  rw [e2] at h1
  linarith
```

## (f) Three bead numbers and an error of order $P^{-6}$

**Task.** Replace the earlier assumption by a longer expansion: for fixed real $a$, $b$ and $C$ and all $P\ge1$,

$$\left|E_P-E-\frac{a}{P^2}-\frac{b}{P^4}\right|\le\frac{C}{P^6}.$$

Find a combination of $E_P$, $E_{2P}$ and $E_{4P}$ that removes both correction terms, and bound its error.

**Solution.** Let $X_P=(4E_{2P}-E_P)/3$. This removes the $a$-term and leaves a leading error proportional to $P^{-4}$. Doubling $P$ divides that error by 16, so the next combination is

$$\frac{16X_{2P}-X_P}{15}=\frac{64E_{4P}-20E_{2P}+E_P}{45}.$$

The weights can be checked directly. Their sum is $64-20+1=45$, which reproduces $E$. The coefficients of $a/P^2$ and $b/P^4$ in the numerator are

$$\frac{64}{16}-\frac{20}{4}+1=0,\qquad \frac{64}{256}-\frac{20}{16}+1=0.$$

Only the three remainders survive. Their bounds at $4P$, $2P$ and $P$ beads are $C/(4096P^6)$, $C/(64P^6)$ and $C/P^6$, so the error is at most

$$\frac{1}{45}\left(\frac{64}{4096}+\frac{20}{64}+1\right)\frac{C}{P^6}=\frac{1}{45}\cdot\frac{85}{64}\cdot\frac{C}{P^6}=\frac{17C}{576P^6}.$$

The constant $C$ here bounds a remainder of order $P^{-6}$ and is not the $C$ of the earlier parts. The theorem states the longer expansion directly as its hypothesis `h`. Its proof uses `h` at $P$, $2P$ and $4P$ beads and rewrites every term as a multiple of $a/P^2$, $b/P^4$ or $C/P^6$. Splitting the absolute values then leaves linear inequalities, and `linarith` finds the weighted sum that was formed by hand.

```lean
/-- If the Trotter expansion holds through order `P⁻⁴` with remainder at most `C / P⁶`, the
combination of `P`, `2P` and `4P` beads has an error of at most `17 C / (576 P⁶)`. -/
theorem richardson_three_level {En : ℕ → ℝ} {E a b C : ℝ}
    (h : ∀ P : ℕ, 1 ≤ P →
      |En P - E - a / (P : ℝ) ^ 2 - b / (P : ℝ) ^ 4| ≤ C / (P : ℝ) ^ 6)
    {P : ℕ} (hP : 1 ≤ P) :
    |(64 * En (4 * P) - 20 * En (2 * P) + En P) / 45 - E|
      ≤ 17 * C / (576 * (P : ℝ) ^ 6) := by
  have h1 := h P hP
  have h2 := h (2 * P) (by omega)
  have h4 := h (4 * P) (by omega)
  push_cast at h2 h4
  -- express every term through the inverse powers of `P`
  rw [show a / (2 * (P : ℝ)) ^ 2 = a / (P : ℝ) ^ 2 / 4 by ring,
    show b / (2 * (P : ℝ)) ^ 4 = b / (P : ℝ) ^ 4 / 16 by ring,
    show C / (2 * (P : ℝ)) ^ 6 = C / (P : ℝ) ^ 6 / 64 by ring] at h2
  rw [show a / (4 * (P : ℝ)) ^ 2 = a / (P : ℝ) ^ 2 / 16 by ring,
    show b / (4 * (P : ℝ)) ^ 4 = b / (P : ℝ) ^ 4 / 256 by ring,
    show C / (4 * (P : ℝ)) ^ 6 = C / (P : ℝ) ^ 6 / 4096 by ring] at h4
  rw [show 17 * C / (576 * (P : ℝ) ^ 6) = 17 / 576 * (C / (P : ℝ) ^ 6) by ring]
  rw [abs_le] at h1 h2 h4 ⊢
  constructor <;> linarith [h1.1, h1.2, h2.1, h2.2, h4.1, h4.2]

end

end PathIntegralRichardson
```

```lean
#print axioms PathIntegralRichardson.richardson_error
#print axioms PathIntegralRichardson.richardson_doubling_sharp
#print axioms PathIntegralRichardson.richardson_beats_doubling
#print axioms PathIntegralRichardson.richardson_three_level
```

```
'PathIntegralRichardson.richardson_error' depends on axioms: [propext, Classical.choice, Quot.sound]
'PathIntegralRichardson.richardson_doubling_sharp' depends on axioms: [propext, Classical.choice, Quot.sound]
'PathIntegralRichardson.richardson_beats_doubling' depends on axioms: [propext, Classical.choice, Quot.sound]
'PathIntegralRichardson.richardson_three_level' depends on axioms: [propext, Classical.choice, Quot.sound]
```
